# Over one period, the shift vector of two periodic states with nowhere-zero dipole integrates to their Berry-phase difference modulo 2π

Let u_c(k) and u_v(k) be 2π-periodic curves of unit vectors in ℂⁿ, with u_c once and u_v twice continuously differentiable. Write ⟨·,·⟩ for the inner product, conjugate-linear in its first argument, and a prime for d/dk. Define

A_c = i⟨u_c, u_c'⟩, A_v = i⟨u_v, u_v'⟩, r = i⟨u_c, u_v'⟩,

R = A_c − A_v − Im(r'/r).

The Berry connections A_c and A_v are real. If the interband dipole r vanishes nowhere, there is an integer w with

∫ R dk = ∫ (A_c − A_v) dk − 2πw,

both integrals running from 0 to 2π. The integer w is the winding number of r around the origin.

## A loop check for shift-current codes

Take a non-interacting chain with finitely many orthonormal orbitals per cell and one crystal momentum k, measured in units of the inverse lattice constant. Let the curves u_c and u_v above be eigenvectors of its Bloch Hamiltonian H(k), belonging to two different bands c and v. If the position operator is modelled by the cell index alone, so that positions inside the cell are neglected, R is the shift vector of the transition from v to c in units of the lattice constant. The identity compares its sum over the Brillouin zone with two Berry phases.

Diagonalisation returns eigenvectors c_j, v_j with arbitrary phases at mesh points k_j, so the mesh formula below uses overlaps of neighbouring states. For nondegenerate bands the dipole follows from the Hamiltonian H and the band energies:

r_j = i⟨c_j, H'(k_j) v_j⟩ / (E_v − E_c).

One mesh step then contributes

R_j Δk ≈ −arg( ⟨c_j, c_{j+1}⟩ · conj⟨v_j, v_{j+1}⟩ · r_{j+1} · conj r_j ),

in which the arbitrary phases cancel. If the last point links back to the stored states at the first, and no factor is zero, the sum over the loop agrees modulo 2π with

−arg ∏⟨c_j, c_{j+1}⟩ + arg ∏⟨v_j, v_{j+1}⟩

on any mesh, because the dipole factors multiply to a positive number. A mismatch beyond rounding means that one of the two sides was not formed as above, for instance through a wrong closing link or a missing conjugate. The check cannot detect a wrong dipole, since any closed list of nonzero r_j passes, nor a wrong nonzero overlap that enters both sides alike.

## From normalisation to an integer winding

**Real connections.** For either state u, differentiating ⟨u, u⟩ = 1 gives

0 = ⟨u', u⟩ + ⟨u, u'⟩ = 2 Re⟨u, u'⟩.

Since Im(iz) = Re z, the connection A = i⟨u, u'⟩ has zero imaginary part.

**A closed dipole.** Both u_c and u_v' are continuously differentiable, hence so is r. Both are periodic, hence r(2π) = r(0).

**An integer winding.** Since r is never zero, F(x) = ∫₀ˣ r'/r dk is well defined and F' = r'/r. Then

(r e^(−F))' = r' e^(−F) − r (r'/r) e^(−F) = 0,

so r e^(−F) is constant. Comparing x = 2π with x = 0 gives r(0) e^(−F(2π)) = r(0). Therefore e^(−F(2π)) = 1, and F(2π) = 2πi w for some integer w.

**Integration of R.** Taking the imaginary part commutes with integration, so ∫ Im(r'/r) dk = Im F(2π) = 2πw. Integrating the definition of R gives the result.

**Zero winding.** If r also avoids the negative real axis, its principal logarithm is a differentiable primitive of r'/r with equal values at both ends. Then w = 0 and the two integrals are equal.

## An antiperiodic state breaks the identity

Take a real number β and the orthonormal pair

u_c = (1, −e^(ik))/√2, u_v = e^(iβk) (1, e^(ik))/√2.

Direct substitution gives A_c = −1/2, A_v = −β − 1/2 and r = e^(iβk)/2. Hence A_c − A_v = β, Im(r'/r) = β and R = 0.

For β = 1/2 every hypothesis holds except periodicity: u_v changes sign after one period. The shift vector integrates to 0 and the connection difference to π, which is not a multiple of 2π. For integer β the pair is periodic and w = β, so nonzero windings do occur.

## The Lean file

```lean
import Mathlib

open Complex (I)
open scoped Real ComplexConjugate

namespace ShiftVectorQuantization

noncomputable section

variable {n : ℕ}

/-- The Berry connection `A = i⟨u, u'⟩` of a curve of states, as a complex number. -/
def berryConnection (u : ℝ → EuclideanSpace ℂ (Fin n)) (k : ℝ) : ℂ :=
  I * inner ℂ (u k) (deriv u k)

/-- The interband dipole `r = i⟨u_c, u_v'⟩`. -/
def dipole (uc uv : ℝ → EuclideanSpace ℂ (Fin n)) (k : ℝ) : ℂ :=
  I * inner ℂ (uc k) (deriv uv k)

/-- The shift vector `R = A_c - A_v - Im(r'/r)`, meaningful where the dipole `r` is nonzero. -/
def shiftVector (uc uv : ℝ → EuclideanSpace ℂ (Fin n)) (k : ℝ) : ℂ :=
  berryConnection uc k - berryConnection uv k
    - (((deriv (dipole uc uv) k / dipole uc uv k).im : ℝ) : ℂ)

/-- The Berry connection of a differentiable curve of unit vectors is real. -/
theorem berryConnection_im {u : ℝ → EuclideanSpace ℂ (Fin n)} (hu : Differentiable ℝ u)
    (hn : ∀ k, ‖u k‖ = 1) (k : ℝ) : (berryConnection u k).im = 0 := by
  have hd := (hu k).hasDerivAt
  have h1 := HasDerivAt.inner (𝕜 := ℂ) hd hd
  have h2 : (fun t => inner ℂ (u t) (u t)) = fun _ => (1 : ℂ) := by
    funext t
    rw [inner_self_eq_norm_sq_to_K, hn]
    simp
  -- the derivative of the constant `⟨u, u⟩ = 1` vanishes
  rw [h2] at h1
  have h4 := congrArg Complex.re (h1.unique (hasDerivAt_const k (1 : ℂ)))
  rw [← inner_conj_symm (deriv u k) (u k)] at h4
  simp only [Complex.add_re, Complex.conj_re, Complex.zero_re] at h4
  rw [berryConnection, Complex.I_mul_im]
  linarith

/-- The dipole is continuously differentiable if `u_c` is C^1 and `u_v` is C^2. -/
theorem dipole_contDiff {uc uv : ℝ → EuclideanSpace ℂ (Fin n)} (hc : ContDiff ℝ 1 uc)
    (hv : ContDiff ℝ 2 uv) : ContDiff ℝ 1 (dipole uc uv) := by
  have h2 : ContDiff ℝ (1 + 1) uv := by
    rw [one_add_one_eq_two]
    exact hv
  exact contDiff_const.mul
    (ContDiff.inner (𝕜 := ℂ) hc (contDiff_succ_iff_deriv.mp h2).2.2)

/-- For 2π-periodic states the dipole returns to its initial value after one period. -/
theorem dipole_closed {uc uv : ℝ → EuclideanSpace ℂ (Fin n)}
    (pc : Function.Periodic uc (2 * π)) (pv : Function.Periodic uv (2 * π)) :
    dipole uc uv (2 * π) = dipole uc uv 0 := by
  have h := deriv_comp_add_const uv (2 * π) 0
  rw [pv.funext, zero_add] at h
  rw [dipole, dipole, pc.eq, ← h]

/-- A nonvanishing C^1 curve in the complex plane that closes after `2π` has an integer
winding number `w`, with `∫ f'/f = 2πi w`. -/
theorem exists_winding {f : ℝ → ℂ} (hf : ContDiff ℝ 1 f) (h0 : ∀ k, f k ≠ 0)
    (hp : f (2 * π) = f 0) :
    ∃ w : ℤ, ∫ k in (0 : ℝ)..2 * π, deriv f k / f k = 2 * π * I * w := by
  have hc : Continuous (fun k => deriv f k / f k) :=
    (hf.continuous_deriv (by norm_num)).div hf.continuous h0
  have key : ∀ a b E : ℂ, b ≠ 0 → a * E + b * (E * -(a / b)) = 0 := by
    intro a b E hb
    have h : b * (a / b) = a := by field_simp
    linear_combination (-E) * h
  -- `f exp(-∫ f'/f)` is constant
  have hG : ∀ x, HasDerivAt
      (fun y => f y * Complex.exp (-(∫ k in (0 : ℝ)..y, deriv f k / f k))) 0 x := by
    intro x
    have hF : HasDerivAt (fun y => ∫ k in (0 : ℝ)..y, deriv f k / f k)
        (deriv f x / f x) x :=
      intervalIntegral.integral_hasDerivAt_right (hc.intervalIntegrable _ _)
        (hc.stronglyMeasurableAtFilter _ _) hc.continuousAt
    have hd : HasDerivAt f (deriv f x) x := (hf.differentiable (by norm_num) x).hasDerivAt
    exact (hd.fun_mul hF.fun_neg.cexp).congr_deriv (key _ _ _ (h0 x))
  have h := is_const_of_deriv_eq_zero (fun x => (hG x).differentiableAt)
    (fun x => (hG x).deriv) (2 * π) 0
  simp only [intervalIntegral.integral_same, neg_zero, Complex.exp_zero, mul_one, hp] at h
  have h1 := mul_left_cancel₀ (h0 0) (h.trans (mul_one _).symm)
  obtain ⟨m, hm⟩ := Complex.exp_eq_one_iff.mp h1
  exact ⟨-m, by push_cast; linear_combination -hm⟩

/-- If the nonvanishing dipole of a C^1 state `u_c` and a C^2 state `u_v` winds `w` times, the
integrated shift vector is the integral of `A_c - A_v` minus `2πw`. -/
theorem integral_shiftVector {uc uv : ℝ → EuclideanSpace ℂ (Fin n)} (hc : ContDiff ℝ 1 uc)
    (hv : ContDiff ℝ 2 uv) (hr : ∀ k, dipole uc uv k ≠ 0) {w : ℤ}
    (hw : ∫ k in (0 : ℝ)..2 * π, deriv (dipole uc uv) k / dipole uc uv k = 2 * π * I * w) :
    ∫ k in (0 : ℝ)..2 * π, shiftVector uc uv k =
      (∫ k in (0 : ℝ)..2 * π, (berryConnection uc k - berryConnection uv k)) - 2 * π * w := by
  have hd := dipole_contDiff hc hv
  have hg : Continuous (fun k => deriv (dipole uc uv) k / dipole uc uv k) :=
    (hd.continuous_deriv (by norm_num)).div hd.continuous hr
  have hB : ∀ u : ℝ → EuclideanSpace ℂ (Fin n), ContDiff ℝ 1 u →
      Continuous (berryConnection u) := fun u hu =>
    continuous_const.mul
      (Continuous.inner (𝕜 := ℂ) hu.continuous (hu.continuous_deriv (by norm_num)))
  have hA : Continuous (fun k => berryConnection uc k - berryConnection uv k) :=
    (hB uc hc).sub (hB uv (hv.of_le (by norm_num)))
  have hI : Continuous
      (fun k => (((deriv (dipole uc uv) k / dipole uc uv k).im : ℝ) : ℂ)) :=
    Complex.continuous_ofReal.comp (Complex.continuous_im.comp hg)
  -- the imaginary part commutes with the integral
  have him : ∫ k in (0 : ℝ)..2 * π, (deriv (dipole uc uv) k / dipole uc uv k).im =
      (∫ k in (0 : ℝ)..2 * π, deriv (dipole uc uv) k / dipole uc uv k).im :=
    Complex.imCLM.intervalIntegral_comp_comm (hg.intervalIntegrable _ _)
  have e : 2 * (π : ℂ) * I * w = ((2 * π * w : ℝ) : ℂ) * I := by
    push_cast
    ring
  simp only [shiftVector]
  rw [intervalIntegral.integral_sub (hA.intervalIntegrable _ _) (hI.intervalIntegrable _ _),
    intervalIntegral.integral_ofReal, him, hw, e, Complex.im_ofReal_mul, Complex.I_im, mul_one]
  push_cast
  ring

/-- For 2π-periodic unit vectors `u_c` (C^1) and `u_v` (C^2) with nowhere vanishing dipole, the
Berry connections are real, and the shift vector integrates to the Berry-phase difference
minus `2π` times the integer winding number of the dipole. -/
theorem shift_eq_berry_phase_difference {uc uv : ℝ → EuclideanSpace ℂ (Fin n)}
    (hc : ContDiff ℝ 1 uc) (hv : ContDiff ℝ 2 uv)
    (nc : ∀ k, ‖uc k‖ = 1) (nv : ∀ k, ‖uv k‖ = 1)
    (pc : Function.Periodic uc (2 * π)) (pv : Function.Periodic uv (2 * π))
    (hr : ∀ k, dipole uc uv k ≠ 0) :
    (∀ k, (berryConnection uc k).im = 0 ∧ (berryConnection uv k).im = 0) ∧
    ∃ w : ℤ,
      ∫ k in (0 : ℝ)..2 * π, deriv (dipole uc uv) k / dipole uc uv k = 2 * π * I * w ∧
      ∫ k in (0 : ℝ)..2 * π, shiftVector uc uv k =
        (∫ k in (0 : ℝ)..2 * π, (berryConnection uc k - berryConnection uv k))
          - 2 * π * w := by
  refine ⟨fun k => ⟨berryConnection_im (hc.differentiable (by norm_num)) nc k,
    berryConnection_im (hv.differentiable (by norm_num)) nv k⟩, ?_⟩
  obtain ⟨w, hw⟩ := exists_winding (dipole_contDiff hc hv) hr (dipole_closed pc pv)
  exact ⟨w, hw, integral_shiftVector hc hv hr hw⟩

/-- If the dipole of 2π-periodic states `u_c` (C^1) and `u_v` (C^2) is never zero or negative
real, the integrals of `R` and of `A_c - A_v` over one period are equal. -/
theorem shift_eq_of_slitPlane {uc uv : ℝ → EuclideanSpace ℂ (Fin n)}
    (hc : ContDiff ℝ 1 uc) (hv : ContDiff ℝ 2 uv)
    (pc : Function.Periodic uc (2 * π)) (pv : Function.Periodic uv (2 * π))
    (hs : ∀ k, dipole uc uv k ∈ Complex.slitPlane) :
    ∫ k in (0 : ℝ)..2 * π, shiftVector uc uv k =
      ∫ k in (0 : ℝ)..2 * π, (berryConnection uc k - berryConnection uv k) := by
  have hd := dipole_contDiff hc hv
  have hr : ∀ k, dipole uc uv k ≠ 0 := fun k => Complex.slitPlane_ne_zero (hs k)
  have hg : Continuous (fun k => deriv (dipole uc uv) k / dipole uc uv k) :=
    (hd.continuous_deriv (by norm_num)).div hd.continuous hr
  -- the principal logarithm of the dipole is a periodic primitive
  have h := intervalIntegral.integral_eq_sub_of_hasDerivAt (a := 0) (b := 2 * π)
    (fun k _ => ((hd.differentiable (by norm_num) k).hasDerivAt).clog_real (hs k))
    (hg.intervalIntegrable _ _)
  rw [dipole_closed pc pv, sub_self] at h
  have h' := integral_shiftVector hc hv hr (w := 0) (by rw [h]; simp)
  rw [h']
  simp

end

end ShiftVectorQuantization
```

```lean
#print axioms ShiftVectorQuantization.shift_eq_berry_phase_difference
-- 'ShiftVectorQuantization.shift_eq_berry_phase_difference' depends on axioms: [propext, Classical.choice, Quot.sound]
#print axioms ShiftVectorQuantization.shift_eq_of_slitPlane
-- 'ShiftVectorQuantization.shift_eq_of_slitPlane' depends on axioms: [propext, Classical.choice, Quot.sound]
```

## What the hypotheses cover, and how Lean uses them

A state is a map from ℝ to `EuclideanSpace ℂ (Fin n)`. The definitions `berryConnection`, `dipole` and `shiftVector` are complex-valued, so the reality of the connections is a theorem. In `shift_eq_berry_phase_difference`, `hc` and `hv` are the smoothness conditions, `nc` and `nv` the normalisation, `pc` and `pv` the periodicity, and `hr` the nonvanishing dipole. The conclusion gives real connections and one integer `w` that satisfies both the winding formula and the shift formula.

`berryConnection_im` differentiates the identity ⟨u, u⟩ = 1. `dipole_contDiff` and `dipole_closed` supply the smooth closed curve to which `exists_winding` applies; there `hG` is the vanishing derivative of r e^(−F), and `Complex.exp_eq_one_iff` produces the integer. `integral_shiftVector` takes the winding formula as a hypothesis and integrates R term by term, with `him` moving the imaginary part through the integral. The main theorem combines these lemmas.

`shift_eq_of_slitPlane` treats zero winding: `Complex.slitPlane` is the complex plane without zero and the negative reals. It does not require normalised states.

The states are given curves, with no Hamiltonian behind them. Orthogonality is not assumed, although physical bands have it and the phase independence of R relies on it. A smooth periodic choice of phases is a hypothesis, as is the absence of dipole zeros; a k-point where the transition is forbidden violates the latter. Periodicity also fixes a Bloch convention: if orbital positions enter the phases, u(k + 2π) and u(k) can differ by a k-independent unitary matrix, and the theorem does not apply as stated.

The theorems concern continuous k and give no bound on mesh error. The integral of R is also not the shift current, which weights R by transition strength and resonance with the light.
